# For symmetric A and symmetric positive definite M, a Neumann preconditioner with an odd number of terms is positive definite

## Two sweeps give −1, three give 3

Take the one-by-one "matrices" $A=3$ and $M=1$. With $G=1-M^{-1}A=-2$, the truncated Neumann series for $A^{-1}$ gives $1$ with one term, $1-2=-1$ with two, and $1-2+4=3$ with three.

I precondition conjugate gradients with a fixed number of Jacobi sweeps started from zero, which is this series with $M$ the diagonal of $A$. Conjugate gradients needs a symmetric positive definite preconditioner. In the example above, $M=1$ is not the diagonal of $A$, so its sweeps are not Jacobi sweeps, but they have the same form: two of them break that requirement and three restore it, although the series diverges. Is this an accident of numbers, or can I rely on an odd number of sweeps for real matrices too?

## An odd geometric sum is half a sum of squares

You can rely on it for positivity, provided that $M$ is symmetric positive definite and $A$ is symmetric. For a number $g$,

$$1+g+g^2=\tfrac12\left[1+(1+g)^2+g^2\right]>0,$$

whatever the size of $g$, whereas $1+g$ is negative once $g<-1$. Convergence plays no part, and the same grouping works for matrices.

Write $W=M^{-1}$, $G=1-WA$ and $P_k=(1+G+\dots+G^{k-1})W$, where $1$ is also the identity matrix. Note that $k$ counts terms, so an odd $k$ means an even highest power.

$G$ is in general not symmetric, but $W$ and $A$ are, so

$$WG^T=W(1-AW)=(1-WA)W=GW.$$

Repeating this $j$ times gives $W(G^j)^T=G^jW$. Let $B$ be $G^j$ or $G^j+G^{j+1}$. Then $WB^T=BW$, hence $B^2W=BWB^T$, and for every vector $x$

$$x^TB^2Wx=(B^Tx)^TW(B^Tx)\ge 0.$$

Now let $k=2m+1$. Expanding the squares,

$$\sum_{j=0}^{m-1}(G^j+G^{j+1})^2=\sum_{j=0}^{m-1}\left(G^{2j}+2G^{2j+1}+G^{2j+2}\right).$$

Every power from $G$ to $G^{2m-1}$ occurs twice, and the end powers $1$ and $G^{2m}$ occur once. Adding the missing end terms and multiplying by $W$ gives

$$2P_{2m+1}=W+G^{2m}W+\sum_{j=0}^{m-1}(G^j+G^{j+1})^2W.$$

The first term is positive definite and the others are positive semidefinite, so $P_{2m+1}$ is positive definite. In the smallest case, $m=0$, the sum is empty and $P_1=W$. Positivity of $A$ was never used.

## With an even number of terms, the eigenvalue 2 is the border

For two terms,

$$P_2=(2-WA)W=W(2M-A)W,$$

so $x^TP_2x=(Wx)^T(2M-A)(Wx)$. Since $W$ is symmetric and invertible, $P_2$ is symmetric positive definite exactly when $2M-A$ is.

For any even $k=2m$, suppose that $Av=\mu Mv$ with $v\ne0$ and $\mu\ge2$. Then $Gv=(1-\mu)v$, and therefore

$$P_k(Mv)=s_kv,\qquad s_k=\sum_{i=0}^{k-1}(1-\mu)^i=(2-\mu)\sum_{j=0}^{m-1}(1-\mu)^{2j}\le0.$$

The quadratic form of $P_k$ at the nonzero vector $Mv$ is $s_k\,v^TMv\le0$, so $P_k$ is not positive definite. Your example has $\mu=3$.

This can happen with an ordinary overlap matrix. Three equivalent normalised s functions on an equilateral triangle, with pairwise overlap $0.6$, have overlap eigenvalues $2.2$, $0.4$ and $0.4$. Jacobi has $M=1$ here, and $P_2=2-A$ has the eigenvalue $-0.2$.

In the other direction, the grouping $P_{2m}=\sum_{j<m}G^jP_2(G^j)^T$ shows that every positive even number of terms is safe when $2M-A$ is positive definite; for more than two terms, this rests on the line just given and has no theorem in the Lean code below.

## What the Lean statements say about a preconditioner

The matrices have type `Matrix n n ℝ`, with `n` any finite index set, such as basis functions or grid points. `iterMatrix M A` is $G$, and `neumannPrec M A k` is $P_k$, with $M$ as the first argument. `PosDef` includes symmetry for real matrices, so it is the whole condition that conjugate gradients places on a preconditioner. `A.IsSymm` says only that $A$ is symmetric.

- `splitting_step` connects the series to your sweeps: for invertible $M$, $MP_{k+1}=(M-A)P_k+1$. Since $P_0=0$, applying this to a residual $r$ shows that $k$ sweeps of $Mz'=(M-A)z+r$ from $z=0$ return $P_kr$.
- `neumannPrec_posDef_of_odd` is the result for odd $k$.
- `neumannPrec_two_posDef_iff` is the criterion for two terms. It doesn't assume that $A$ is symmetric, because positive definiteness on either side already includes it.
- `not_posDef_of_even` is the failure for even $k$ when some $\mu\ge2$ occurs.
- `two_terms_fail` is your example, including the value $-1$.

The result bears on conjugate-gradient solves with overlap matrices or discretised Poisson operators, as long as these are finite, real and symmetric positive definite and the number of sweeps is fixed. The diagonal of such a matrix is positive, so the Jacobi choice of $M$ is symmetric positive definite, as the theorem requires. Complex Hermitian matrices, as they arise at general k-points, would need a separate statement. The step from the theorem to your program is that the coded sweeps really apply $P_k$: rounding, or an inner solve with $M$ that is stopped early, changes the operator.

Symmetry of $M$ matters as well. One forward Gauss–Seidel sweep for

$$A=\begin{pmatrix}2&1\\1&2\end{pmatrix}\quad\text{uses}\quad M=\begin{pmatrix}2&0\\1&2\end{pmatrix},\qquad P_1=M^{-1}=\begin{pmatrix}1/2&0\\-1/4&1/2\end{pmatrix}.$$

This $P_1$ is not symmetric, although $x^TMx>0$ for every $x\ne0$. A positive quadratic form of $M$ without symmetry is thus not enough.

Nor does positivity mean quality. For $M=1$ and the diagonal matrix $A$ with entries $1$ and $3$, $P_3$ has the diagonal entries $1$ and $3$, so $P_3A$ has $1$ and $9$: the condition number rises from $3$ without preconditioning to $9$. An odd number of sweeps gives conjugate gradients an admissible preconditioner, which may still be a poor one.

```lean
import Mathlib

open scoped Matrix

namespace NeumannPreconditioner

variable {n : Type*} [Fintype n] [DecidableEq n]

/-- The iteration matrix `G = 1 - M⁻¹ A` of the splitting of `A` by an invertible matrix `M`. -/
noncomputable def iterMatrix (M A : Matrix n n ℝ) : Matrix n n ℝ := 1 - M⁻¹ * A

/-- The Neumann preconditioner with `k` terms, `(1 + G + ... + G^(k-1)) M⁻¹`,
for an invertible matrix `M`. -/
noncomputable def neumannPrec (M A : Matrix n n ℝ) (k : ℕ) : Matrix n n ℝ :=
  (∑ i ∈ Finset.range k, iterMatrix M A ^ i) * M⁻¹

variable {M A : Matrix n n ℝ}

/-- For invertible `M`, one more term of the series is one more step of the splitting iteration
`M X' = (M - A) X + 1`. -/
theorem splitting_step (hM : IsUnit M.det) (k : ℕ) :
    M * neumannPrec M A (k + 1) = (M - A) * neumannPrec M A k + 1 := by
  have h1 : M * M⁻¹ = 1 := Matrix.mul_nonsing_inv M hM
  have h2 : M * iterMatrix M A = M - A := by
    rw [iterMatrix, mul_sub, mul_one, ← mul_assoc, h1, one_mul]
  unfold neumannPrec
  rw [geom_sum_succ, add_mul, one_mul, mul_add, h1, mul_assoc (iterMatrix M A),
    ← mul_assoc M, h2]

/-- Adding one term to the series adds `G^k M⁻¹` to the preconditioner. -/
theorem neumannPrec_succ (M A : Matrix n n ℝ) (k : ℕ) :
    neumannPrec M A (k + 1) = neumannPrec M A k + iterMatrix M A ^ k * M⁻¹ := by
  rw [neumannPrec, Finset.sum_range_succ, add_mul, neumannPrec]

/-- For symmetric positive definite `M` and symmetric `A`, a power of `G` can be moved through
`M⁻¹` at the price of a transposition. -/
theorem inv_mul_transpose_pow (hM : M.PosDef) (hA : A.IsSymm) (j : ℕ) :
    M⁻¹ * (iterMatrix M A ^ j)ᵀ = iterMatrix M A ^ j * M⁻¹ := by
  have hW : (M⁻¹)ᵀ = M⁻¹ := by
    have h := hM.inv.isHermitian.eq
    rwa [Matrix.conjTranspose_eq_transpose_of_trivial] at h
  have h1 : SemiconjBy M⁻¹ (iterMatrix M A)ᵀ (iterMatrix M A) := by
    change M⁻¹ * (1 - M⁻¹ * A)ᵀ = (1 - M⁻¹ * A) * M⁻¹
    rw [Matrix.transpose_sub, Matrix.transpose_one, Matrix.transpose_mul, hW, hA.eq,
      mul_sub, sub_mul, mul_one, one_mul, mul_assoc]
  rw [Matrix.transpose_pow]
  exact (h1.pow_right j).eq

omit [DecidableEq n] in
/-- If `X` is positive semidefinite and `X Bᵀ = B X`, then `B² X` is positive semidefinite. -/
theorem sq_mul_posSemidef {X B : Matrix n n ℝ} (hX : X.PosSemidef) (h : X * Bᵀ = B * X) :
    (B * B * X).PosSemidef := by
  have h1 := hX.mul_mul_conjTranspose_same B
  rwa [Matrix.conjTranspose_eq_transpose_of_trivial, mul_assoc, h, ← mul_assoc] at h1

omit [DecidableEq n] in
/-- If `K` and `N` are symmetric positive definite, so is `K N K`. -/
theorem congruence_posDef {K N : Matrix n n ℝ} (hK : K.PosDef) (hN : N.PosDef) :
    (K * N * K).PosDef := by
  have hKt : Kᵀ = K := by
    have h := hK.isHermitian.eq
    rwa [Matrix.conjTranspose_eq_transpose_of_trivial] at h
  have hs := (hN.posSemidef.mul_mul_conjTranspose_same K).isHermitian
  rw [Matrix.conjTranspose_eq_transpose_of_trivial, hKt] at hs
  rw [Matrix.posDef_iff_dotProduct_mulVec]
  refine ⟨hs, fun x hx => ?_⟩
  have hy : K *ᵥ x ≠ 0 := by
    intro h0
    have h := hK.dotProduct_mulVec_pos hx
    rw [h0, dotProduct_zero] at h
    exact lt_irrefl _ h
  -- the quadratic form at `x` is that of `N` at `K x`
  have h := hN.dotProduct_mulVec_pos hy
  rw [star_trivial] at h ⊢
  rwa [← Matrix.mulVec_mulVec, ← Matrix.mulVec_mulVec, Matrix.dotProduct_mulVec x K,
    ← Matrix.mulVec_transpose, hKt]

/-- For symmetric positive definite `M` and symmetric `A`, the Neumann preconditioner with an
odd number of terms is symmetric positive definite. -/
theorem neumannPrec_posDef_of_odd (hM : M.PosDef) (hA : A.IsSymm) {k : ℕ} (hk : Odd k) :
    (neumannPrec M A k).PosDef := by
  obtain ⟨m, rfl⟩ := hk
  have hG := inv_mul_transpose_pow hM hA
  -- twice the preconditioner, less its two end terms, is a sum of squares times `M⁻¹`
  have key : ∀ m : ℕ, (neumannPrec M A (2 * m + 1) + neumannPrec M A (2 * m + 1) - M⁻¹
      - iterMatrix M A ^ (2 * m) * M⁻¹).PosSemidef := by
    intro m
    induction m with
    | zero =>
      have h0 : neumannPrec M A (2 * 0 + 1) + neumannPrec M A (2 * 0 + 1) - M⁻¹
          - iterMatrix M A ^ (2 * 0) * M⁻¹ = 0 := by simp [neumannPrec]
      rw [h0]
      exact Matrix.PosSemidef.zero
    | succ m ih =>
      have hB := sq_mul_posSemidef (B := iterMatrix M A ^ m + iterMatrix M A ^ (m + 1))
        hM.inv.posSemidef (by rw [Matrix.transpose_add, mul_add, add_mul, hG m, hG (m + 1)])
      have hBB : (iterMatrix M A ^ m + iterMatrix M A ^ (m + 1)) *
          (iterMatrix M A ^ m + iterMatrix M A ^ (m + 1)) =
          iterMatrix M A ^ (2 * m) + iterMatrix M A ^ (2 * m + 1) +
          (iterMatrix M A ^ (2 * m + 1) + iterMatrix M A ^ (2 * m + 1 + 1)) := by
        rw [add_mul, mul_add, mul_add, ← pow_add, ← pow_add, ← pow_add, ← pow_add,
          show m + m = 2 * m by omega, show m + (m + 1) = 2 * m + 1 by omega,
          show m + 1 + m = 2 * m + 1 by omega, show m + 1 + (m + 1) = 2 * m + 1 + 1 by omega]
      rw [hBB] at hB
      convert ih.add hB using 1
      rw [show 2 * (m + 1) + 1 = 2 * m + 1 + 1 + 1 by omega,
        show 2 * (m + 1) = 2 * m + 1 + 1 by omega,
        neumannPrec_succ M A (2 * m + 1 + 1), neumannPrec_succ M A (2 * m + 1)]
      simp only [add_mul]
      abel
  have hE : (iterMatrix M A ^ (2 * m) * M⁻¹).PosSemidef := by
    have h := sq_mul_posSemidef hM.inv.posSemidef (hG m)
    rwa [← pow_add, ← two_mul] at h
  have h2 := (hM.inv.add_posSemidef ((key m).add hE)).smul (show (0 : ℝ) < 1 / 2 by norm_num)
  have e : neumannPrec M A (2 * m + 1) = (1 / 2 : ℝ) • (M⁻¹ +
      (neumannPrec M A (2 * m + 1) + neumannPrec M A (2 * m + 1) - M⁻¹
        - iterMatrix M A ^ (2 * m) * M⁻¹ + iterMatrix M A ^ (2 * m) * M⁻¹)) := by
    module
  rw [e]
  exact h2

/-- For symmetric positive definite `M`, the two-term preconditioner is symmetric positive
definite exactly when `2M - A` is. -/
theorem neumannPrec_two_posDef_iff (hM : M.PosDef) :
    (neumannPrec M A 2).PosDef ↔ ((2 : ℝ) • M - A).PosDef := by
  have h1 : M⁻¹ * M = 1 := Matrix.nonsing_inv_mul M hM.det_pos.ne'.isUnit
  have h2 : M * M⁻¹ = 1 := Matrix.mul_nonsing_inv M hM.det_pos.ne'.isUnit
  have hP : neumannPrec M A 2 = M⁻¹ * ((2 : ℝ) • M - A) * M⁻¹ := by
    rw [mul_sub, Matrix.mul_smul, h1, sub_mul, Matrix.smul_mul, one_mul]
    simp only [neumannPrec, iterMatrix, Finset.sum_range_succ, Finset.sum_range_zero,
      pow_zero, pow_one, zero_add, add_mul, sub_mul, one_mul]
    module
  rw [hP]
  refine ⟨fun h => ?_, fun h => congruence_posDef hM.inv h⟩
  have h3 := congruence_posDef hM h
  have h4 : M * (M⁻¹ * ((2 : ℝ) • M - A) * M⁻¹) * M = (2 : ℝ) • M - A := by
    calc _ = (M * M⁻¹) * ((2 : ℝ) • M - A) * (M⁻¹ * M) := by simp only [mul_assoc]
      _ = _ := by rw [h1, h2, one_mul, mul_one]
  rwa [h4] at h3

/-- If `M` is symmetric positive definite and `A v = μ M v` with `v ≠ 0` and `μ ≥ 2`, then no
Neumann preconditioner with an even number of terms is positive definite. -/
theorem not_posDef_of_even (hM : M.PosDef) {v : n → ℝ} (hv : v ≠ 0) {μ : ℝ} (hμ : 2 ≤ μ)
    (hAv : A *ᵥ v = μ • (M *ᵥ v)) {k : ℕ} (hk : Even k) : ¬ (neumannPrec M A k).PosDef := by
  intro hP
  have h1 : M⁻¹ * M = 1 := Matrix.nonsing_inv_mul M hM.det_pos.ne'.isUnit
  have hG : iterMatrix M A *ᵥ v = (1 - μ) • v := by
    rw [iterMatrix, Matrix.sub_mulVec, Matrix.one_mulVec, ← Matrix.mulVec_mulVec, hAv,
      Matrix.mulVec_smul, Matrix.mulVec_mulVec, h1, Matrix.one_mulVec, sub_smul, one_smul]
  have hpow : ∀ i : ℕ, (iterMatrix M A ^ i) *ᵥ v = (1 - μ) ^ i • v := by
    intro i
    induction i with
    | zero => simp
    | succ i ih =>
      rw [pow_succ (iterMatrix M A), ← Matrix.mulVec_mulVec, hG, Matrix.mulVec_smul, ih,
        smul_smul, pow_succ (1 - μ), mul_comm (1 - μ)]
  -- on `M v` the preconditioner acts as a scalar geometric sum
  have hact : ∀ k : ℕ, neumannPrec M A k *ᵥ (M *ᵥ v) =
      (∑ i ∈ Finset.range k, (1 - μ) ^ i) • v := by
    intro k
    induction k with
    | zero => simp [neumannPrec]
    | succ k ih =>
      rw [neumannPrec_succ, Matrix.add_mulVec, ih, Matrix.mulVec_mulVec, mul_assoc, h1,
        mul_one, hpow, Finset.sum_range_succ, add_smul]
  -- which is nonpositive for an even number of terms
  have hc : ∀ m : ℕ, ∑ i ∈ Finset.range (m + m), (1 - μ) ^ i ≤ 0 := by
    intro m
    induction m with
    | zero => simp
    | succ m ih =>
      have hs : 0 ≤ (1 - μ) ^ (m + m) := by
        rw [pow_add]
        exact mul_self_nonneg _
      rw [show m + 1 + (m + 1) = m + m + 1 + 1 by omega, Finset.sum_range_succ,
        Finset.sum_range_succ, pow_succ (1 - μ) (m + m)]
      nlinarith [mul_nonneg hs (sub_nonneg.2 hμ)]
  obtain ⟨m, rfl⟩ := hk
  have hpos := hM.dotProduct_mulVec_pos hv
  rw [star_trivial] at hpos
  have hx : M *ᵥ v ≠ 0 := by
    intro h0
    rw [h0, dotProduct_zero] at hpos
    exact lt_irrefl _ hpos
  have h := hP.dotProduct_mulVec_pos hx
  rw [hact, dotProduct_smul, smul_eq_mul, star_trivial, dotProduct_comm] at h
  nlinarith [mul_nonneg (neg_nonneg.2 (hc m)) hpos.le]

/-- For the one-by-one matrices `A = 3` and `M = 1`, both positive definite, the two-term
preconditioner equals `-1` and is not positive definite. -/
theorem two_terms_fail :
    ((3 : ℝ) • (1 : Matrix (Fin 1) (Fin 1) ℝ)).PosDef ∧
    (1 : Matrix (Fin 1) (Fin 1) ℝ).PosDef ∧
    neumannPrec (1 : Matrix (Fin 1) (Fin 1) ℝ) ((3 : ℝ) • 1) 2 = -1 ∧
    ¬ (neumannPrec (1 : Matrix (Fin 1) (Fin 1) ℝ) ((3 : ℝ) • 1) 2).PosDef := by
  refine ⟨Matrix.PosDef.one.smul (by norm_num), Matrix.PosDef.one, ?_, ?_⟩
  · simp only [neumannPrec, iterMatrix, Finset.sum_range_succ, Finset.sum_range_zero,
      pow_zero, pow_one, inv_one, mul_one, one_mul, zero_add]
    module
  · refine not_posDef_of_even Matrix.PosDef.one (v := fun _ => 1) (μ := 3) ?_ (by norm_num)
      ?_ ⟨1, rfl⟩
    · intro h
      simpa using congrFun h 0
    · simp [Matrix.smul_mulVec]

end NeumannPreconditioner
```

```lean
#print axioms NeumannPreconditioner.splitting_step
#print axioms NeumannPreconditioner.neumannPrec_posDef_of_odd
#print axioms NeumannPreconditioner.neumannPrec_two_posDef_iff
#print axioms NeumannPreconditioner.two_terms_fail
```

```
'NeumannPreconditioner.splitting_step' depends on axioms: [propext, Classical.choice, Quot.sound]
'NeumannPreconditioner.neumannPrec_posDef_of_odd' depends on axioms: [propext, Classical.choice, Quot.sound]
'NeumannPreconditioner.neumannPrec_two_posDef_iff' depends on axioms: [propext, Classical.choice, Quot.sound]
'NeumannPreconditioner.two_terms_fail' depends on axioms: [propext, Classical.choice, Quot.sound]
```

## From the squares to the Lean proof

`inv_mul_transpose_pow` is the relation $W(G^j)^T=G^jW$. The case $j=1$ is stated with `SemiconjBy`, Mathlib's name for a relation of the form $ax=ya$, and `pow_right` extends it to all powers. `sq_mul_posSemidef` then turns $B^2W$ into $BWB^T$, which Mathlib knows to be positive semidefinite.

In `neumannPrec_posDef_of_odd`, the sum of squares is not written out. Instead, `key` shows by induction on $m$ that $2P_{2m+1}-W-G^{2m}W$ is positive semidefinite. At $m=0$ this matrix is zero. Going from $m$ to $m+1$ adds exactly $(G^m+G^{m+1})^2W$; `hBB` expands the square, and `neumannPrec_succ` supplies the two new terms of the series. `hE` handles the end term $G^{2m}W$. Adding $W$ and halving finishes the argument.

`congruence_posDef` shows that $KNK$ is positive definite when $K$ and $N$ are, by evaluating the form of $N$ at $Kx\ne0$. The two-term criterion uses it twice: with $K=W$ to pass from $2M-A$ to $P_2$, and with $K=M$ to return.

In `not_posDef_of_even`, `hG` and `hpow` give the action of $G$ and its powers on $v$, and `hact` gives $P_k(Mv)=s_kv$. `hc` proves $s_{2m}\le0$ by adding two terms at a time, each pair being $(1-\mu)^{2m}(2-\mu)\le0$. The final `nlinarith` sets this sign against the positive value that a positive definite $P_k$ would have at $Mv$. `two_terms_fail` computes the value $-1$ directly and obtains the failure from this theorem with $\mu=3$.
